# The 32 signed products of Dirac gamma matrices form a group with centre {1, -1} and 17 conjugacy classes

Take just two anticommuting complex matrices, with γ0² = 1 and γ1² = -1. Their ordered products are 1, γ0, γ1 and γ0γ1. Reordering costs only signs:

(γ0γ1)² = γ0γ1γ0γ1 = -γ0²γ1² = 1

With their negatives they form a group of order 8. Since γ1γ0γ1⁻¹ = -γ0, the element γ0 is conjugate to its negative. The same holds for γ1 and γ0γ1, so the classes are {1}, {-1} and three pairs {x, -x}. Four gammas work the same way.

```lean
import Mathlib

open Matrix

namespace DiracGammaGroup

variable {R : Type*} [Ring R] {g : Fin 4 → R}
```

`R` is any ring, possibly noncommutative, and `g` lists four of its elements, written γ0 to γ3 below.

```lean
/-- Four elements obeying the Dirac algebra with signature (+,-,-,-). -/
structure IsGammaSystem (g : Fin 4 → R) : Prop where
  time_sq : g 0 * g 0 = 1
  space_sq : ∀ k, k ≠ 0 → g k * g k = -1
  anticomm : ∀ μ ν, μ < ν → g ν * g μ = -(g μ * g ν)
```

The hypothesis `IsGammaSystem g` says that γ0² = 1, γk² = -1 for k = 1, 2, 3, and different gammas anticommute. This fixes the signature (+,-,-,-).

```lean
/-- A subset of the indices 0, 1, 2, 3, given by four yes/no entries. -/
abbrev Label := Bool × Bool × Bool × Bool
```

A label S is a subset of {0,1,2,3}, stored as four Booleans.

```lean
/-- The empty subset of indices. -/
abbrev emptyLabel : Label := (false, false, false, false)
```

This is the empty subset.

```lean
/-- The symmetric difference of two subsets of indices. -/
def symDiff (s t : Label) : Label :=
  (s.1 ^^ t.1, s.2.1 ^^ t.2.1, s.2.2.1 ^^ t.2.2.1, s.2.2.2 ^^ t.2.2.2)
```

S △ T contains the indices in exactly one of S and T; `^^` is exclusive or.

```lean
/-- The product of the selected gammas in increasing order of their indices. -/
def orderedProduct (g : Fin 4 → R) (s : Label) : R :=
  (if s.1 then g 0 else 1) * (if s.2.1 then g 1 else 1) *
    (if s.2.2.1 then g 2 else 1) * (if s.2.2.2 then g 3 else 1)
```

This is γ_S, the product of the selected gammas in increasing order, with γ_∅ = 1.

```lean
/-- Equality up to a sign. -/
def UpToSign (x y : R) : Prop := x = y ∨ x = -y
```

`UpToSign x y` means x = ±y.

```lean
/-- `x` is an ordered product of distinct gammas or the negative of one. -/
def IsSigned (g : Fin 4 → R) (x : R) : Prop := ∃ s, UpToSign x (orderedProduct g s)
```

`IsSigned g x` means x = ±γ_S for some S.

```lean
/-- The rules that bring a product of gammas into increasing order. -/
theorem ordering_rules (h : IsGammaSystem g) :
    (g 0 * g 0 = 1 ∧ g 1 * g 1 = -1 ∧ g 2 * g 2 = -1 ∧ g 3 * g 3 = -1) ∧
    (g 1 * g 0 = -(g 0 * g 1) ∧ g 2 * g 0 = -(g 0 * g 2) ∧ g 3 * g 0 = -(g 0 * g 3) ∧
      g 2 * g 1 = -(g 1 * g 2) ∧ g 3 * g 1 = -(g 1 * g 3) ∧ g 3 * g 2 = -(g 2 * g 3)) ∧
    (∀ x, g 0 * (g 0 * x) = x ∧ g 1 * (g 1 * x) = -x ∧ g 2 * (g 2 * x) = -x ∧
      g 3 * (g 3 * x) = -x) ∧
    (∀ x, g 1 * (g 0 * x) = -(g 0 * (g 1 * x)) ∧ g 2 * (g 0 * x) = -(g 0 * (g 2 * x)) ∧
      g 3 * (g 0 * x) = -(g 0 * (g 3 * x)) ∧ g 2 * (g 1 * x) = -(g 1 * (g 2 * x)) ∧
      g 3 * (g 1 * x) = -(g 1 * (g 3 * x)) ∧ g 3 * (g 2 * x) = -(g 2 * (g 3 * x))) := by
  have q1 := h.space_sq 1 (by decide)
  have q2 := h.space_sq 2 (by decide)
  have q3 := h.space_sq 3 (by decide)
  have a := h.anticomm 0 1 (by decide)
  have b := h.anticomm 0 2 (by decide)
  have c := h.anticomm 0 3 (by decide)
  have d := h.anticomm 1 2 (by decide)
  have e := h.anticomm 1 3 (by decide)
  have f := h.anticomm 2 3 (by decide)
  refine ⟨⟨h.time_sq, q1, q2, q3⟩, ⟨a, b, c, d, e, f⟩, fun x => ?_, fun x => ?_⟩
  · simp only [← mul_assoc, h.time_sq, q1, q2, q3, neg_mul, one_mul, and_self]
  · simp only [← mul_assoc, a, b, c, d, e, f, neg_mul, and_self]
```

These are the squares and exchange rules, stated also with a further factor x on the right so that they apply inside longer products.

```lean
set_option maxHeartbeats 400000 in
/-- Two ordered products multiply, up to sign, to the ordered product of the
symmetric difference of their index sets. -/
theorem orderedProduct_mul (h : IsGammaSystem g) (s t : Label) :
    UpToSign (orderedProduct g s * orderedProduct g t) (orderedProduct g (symDiff s t)) := by
  have o := ordering_rules h
  have step : ∀ {x y c z : R}, UpToSign x y → UpToSign (y * c) z → UpToSign (x * c) z := by
    rintro x y c z (rfl | rfl) (k | k) <;> simp [UpToSign, k]
  -- multiplication by one gamma at a time
  have m : ∀ a b c d p : Bool,
      UpToSign (orderedProduct g (a, b, c, d) * (if p then g 0 else 1))
        (orderedProduct g (a ^^ p, b, c, d)) ∧
      UpToSign (orderedProduct g (a, b, c, d) * (if p then g 1 else 1))
        (orderedProduct g (a, b ^^ p, c, d)) ∧
      UpToSign (orderedProduct g (a, b, c, d) * (if p then g 2 else 1))
        (orderedProduct g (a, b, c ^^ p, d)) ∧
      UpToSign (orderedProduct g (a, b, c, d) * (if p then g 3 else 1))
        (orderedProduct g (a, b, c, d ^^ p)) := by
    intro a b c d p
    cases a <;> cases b <;> cases c <;> cases d <;> cases p <;>
      simp [UpToSign, orderedProduct, mul_assoc, o]
  obtain ⟨a, b, c, d⟩ := s
  obtain ⟨p, q, r, v⟩ := t
  have e : orderedProduct g (a, b, c, d) * orderedProduct g (p, q, r, v) =
      orderedProduct g (a, b, c, d) * (if p then g 0 else 1) * (if q then g 1 else 1) *
        (if r then g 2 else 1) * (if v then g 3 else 1) := by
    simp only [orderedProduct, mul_assoc]
  rw [e]
  exact step (step (step (m a b c d p).1 (m _ b c d q).2.1) (m _ _ c d r).2.2.1)
    (m _ _ _ d v).2.2.2
```

The theorem reads

γ_S γ_T = ±γ_{S△T}

By hand, move each factor of γ_T leftwards to its place. Each exchange gives a sign, and a repeated gamma squares to ±1. In the proof, `m` checks multiplication by one gamma, and `step` chains four such multiplications.

```lean
/-- Every signed product of distinct gammas squares to 1 or -1. -/
theorem signed_sq (h : IsGammaSystem g) {x : R} (hx : IsSigned g x) : UpToSign (x * x) 1 := by
  obtain ⟨s, hs⟩ := hx
  have m := orderedProduct_mul h s s
  have z : orderedProduct g (symDiff s s) = 1 := by simp [orderedProduct, symDiff]
  rw [z] at m
  rcases hs with rfl | rfl
  · exact m
  · rw [neg_mul_neg]; exact m
```

Setting T = S gives S △ S = ∅, hence (±γ_S)² = ±1.

```lean
set_option maxHeartbeats 400000 in
/-- Every ordered product with a nonempty index set anticommutes with some ordered product. -/
theorem exists_anticomm (h : IsGammaSystem g) {s : Label} (hs : s ≠ emptyLabel) :
    ∃ t, orderedProduct g t * orderedProduct g s =
      -(orderedProduct g s * orderedProduct g t) := by
  have o := ordering_rules h
  rcases s with ⟨_ | _, _ | _, _ | _, _ | _⟩ <;> first
    | exact absurd rfl hs
    | (refine ⟨(true, false, false, false), ?_⟩; simp [orderedProduct, mul_assoc, o]; done)
    | (refine ⟨(false, true, false, false), ?_⟩; simp [orderedProduct, mul_assoc, o]; done)
    | (refine ⟨(false, false, true, false), ?_⟩; simp [orderedProduct, mul_assoc, o]; done)
    | (refine ⟨(false, false, false, true), ?_⟩; simp [orderedProduct, mul_assoc, o])
```

Moving γμ through γ_S gives the sign (-1)^|S| if μ is not in S, and (-1)^(|S|-1) if it is. For even nonempty S choose μ in S; for odd S choose μ outside it. Either way they anticommute. Lean tries the four gammas in turn for each S.

```lean
/-- Where 2 is not 0, an invertible element differs from its negative. -/
theorem unit_ne_neg (h2 : (2 : R) ≠ 0) (u : Rˣ) : (u : R) ≠ -u := fun e => h2 <| by
  calc (2 : R) = (u + u) * (↑u⁻¹ : R) := by rw [add_mul, Units.mul_inv, one_add_one_eq_two]
    _ = 0 := by rw [eq_neg_iff_add_eq_zero.mp e, zero_mul]
```

If u = -u with u invertible, multiplying 2u = 0 by u⁻¹ gives 2 = 0. The condition 2 ≠ 0 keeps opposite signs distinct, as they are for complex matrices.

```lean
/-- The group formed by the ordered products of distinct gammas and their negatives. -/
def gammaGroup (h : IsGammaSystem g) : Subgroup Rˣ where
  carrier := {u | IsSigned g (u : R)}
  one_mem' := ⟨emptyLabel, Or.inl (by simp [orderedProduct])⟩
  mul_mem' := by
    rintro u v ⟨s, hs⟩ ⟨t, ht⟩
    refine ⟨symDiff s t, ?_⟩
    change UpToSign ((u : R) * (v : R)) _
    rcases hs with e | e <;> rcases ht with f | f <;>
      rcases orderedProduct_mul h s t with m | m <;> simp [UpToSign, e, f, m]
  inv_mem' := by
    intro u hu
    have hu' : IsSigned g (u : R) := hu
    change IsSigned g (↑u⁻¹ : R)
    rcases signed_sq h hu' with e | e
    · rw [Units.inv_eq_of_mul_eq_one_right e]; exact hu'
    · rw [Units.inv_eq_of_mul_eq_one_right (a := -(u : R)) (by rw [mul_neg, e, neg_neg])]
      obtain ⟨s, k | k⟩ := hu'
      · exact ⟨s, Or.inr (by rw [k])⟩
      · exact ⟨s, Or.inl (by rw [k, neg_neg])⟩
```

`Rˣ` is the group of invertible elements of R. The signed products form a subgroup: the product rule gives closure, and x² = ±1 gives x⁻¹ = ±x.

```lean
/-- Every signed product of distinct gammas is an element of the group. -/
theorem exists_unit (h : IsGammaSystem g) {x : R} (hx : IsSigned g x) :
    ∃ u : gammaGroup h, u.1.1 = x := by
  rcases signed_sq h hx with e | e
  · exact ⟨⟨⟨x, x, e, e⟩, hx⟩, rfl⟩
  · exact ⟨⟨⟨x, -x, by rw [mul_neg, e, neg_neg], by rw [neg_mul, e, neg_neg]⟩, hx⟩, rfl⟩
```

Conversely, every signed product is invertible and so belongs to the group. In `u.1.1`, Lean passes from a group element to the underlying ring element.

```lean
/-- Where 2 is not 0, two group elements are conjugate exactly when they are equal, or when they are
negatives of each other and different from 1 and -1. -/
theorem isConj_iff_sign (h : IsGammaSystem g) (h2 : (2 : R) ≠ 0) (x y : gammaGroup h) :
    IsConj x y ↔ x = y ∨ (y.1.1 = -x.1.1 ∧ x.1.1 ≠ 1 ∧ x.1.1 ≠ -1) := by
  -- if a, b and a * b all square to 1 or -1, then a and b commute or anticommute
  have comm : ∀ a b : R, UpToSign (a * a) 1 → UpToSign (b * b) 1 →
      UpToSign (a * b * (a * b)) 1 → UpToSign (a * b) (b * a) := by
    intro a b ha hb hab
    have e : a * a * (b * a) * (b * b) = a * (a * b * (a * b)) * b := by
      simp only [mul_assoc]
    rcases ha with p | p <;> rcases hb with q | q <;> rcases hab with r | r <;>
      rw [p, q, r] at e <;>
      simp only [one_mul, mul_one, neg_mul, mul_neg, neg_neg] at e <;>
      first
        | exact Or.inl e.symm
        | exact Or.inr e.symm
        | exact Or.inr (by rw [e, neg_neg])
        | exact Or.inl (neg_injective e).symm
  rw [isConj_iff]
  constructor
  · rintro ⟨c, hc⟩
    have e : c.1.1 * x.1.1 = y.1.1 * c.1.1 :=
      congrArg (fun z : gammaGroup h => z.1.1) (mul_inv_eq_iff_eq_mul.mp hc)
    rcases comm c.1.1 x.1.1 (signed_sq h c.2) (signed_sq h x.2)
      (signed_sq h (x := c.1.1 * x.1.1) (c * x).2) with k | k
    · exact Or.inl (Subtype.ext (Units.ext ((Units.mul_left_inj c.1).mp (k.symm.trans e))))
    · refine Or.inr ⟨(Units.mul_left_inj c.1).mp (by rw [← e, k, neg_mul]), ?_, ?_⟩
      · intro hx
        rw [hx, mul_one, one_mul] at k
        exact unit_ne_neg h2 c.1 k
      · intro hx
        rw [hx] at k
        simp only [mul_neg, mul_one, neg_mul, one_mul, neg_neg] at k
        exact unit_ne_neg h2 c.1 k.symm
  · rintro (rfl | ⟨e, h1, h1'⟩)
    · exact ⟨1, by simp⟩
    · obtain ⟨s, hs⟩ : IsSigned g x.1.1 := x.2
      have s0 : s ≠ emptyLabel := by
        rintro rfl
        rcases hs with k | k
        · exact h1 (by rw [k]; simp [orderedProduct])
        · exact h1' (by rw [k]; simp [orderedProduct])
      obtain ⟨t, ht⟩ := exists_anticomm h s0
      obtain ⟨c, hc⟩ := exists_unit h (x := orderedProduct g t) ⟨t, Or.inl rfl⟩
      refine ⟨c, mul_inv_eq_iff_eq_mul.mpr (Subtype.ext (Units.ext ?_))⟩
      change c.1.1 * x.1.1 = y.1.1 * c.1.1
      rw [e, hc]
      rcases hs with k | k <;> rw [k] <;> simp only [mul_neg, neg_mul, neg_neg, ht]
```

For group elements a and b, the squares of a, b and ab are all ±1. Therefore

a²(ba)b² = a(abab)b

reduces to ba = ±ab, and cxc⁻¹ = ±x. If x = ±1, only x itself occurs. Otherwise the anticommuting partner found above supplies a c with cxc⁻¹ = -x.

```lean
/-- For any gamma system in a ring where 2 is not 0, the group has order 32, centre {1, -1}
and 17 conjugacy classes. -/
theorem gammaGroup_structure (h : IsGammaSystem g) (h2 : (2 : R) ≠ 0) :
    Nat.card (gammaGroup h) = 32 ∧
    (((Subgroup.center (gammaGroup h)).map (gammaGroup h).subtype : Subgroup Rˣ) : Set Rˣ)
      = {1, -1} ∧
    Nat.card (ConjClasses (gammaGroup h)) = 17 := by
  have ext : ∀ {a b : gammaGroup h}, a.1.1 = b.1.1 → a = b :=
    fun e => Subtype.ext (Units.ext e)
  have w0 : orderedProduct g emptyLabel = 1 := by simp [orderedProduct]
  have hp' : ∀ s, ∃ u : gammaGroup h, u.1.1 = orderedProduct g s :=
    fun s => exists_unit h ⟨s, Or.inl rfl⟩
  have hn' : ∀ s, ∃ u : gammaGroup h, u.1.1 = -orderedProduct g s :=
    fun s => exists_unit h ⟨s, Or.inr rfl⟩
  choose p hp using hp'
  choose n hn using hn'
  -- different index sets give different products, even up to sign
  have inj : ∀ s t, UpToSign (orderedProduct g s) (orderedProduct g t) → s = t := by
    intro s t e
    have k : UpToSign (orderedProduct g (symDiff s t)) 1 := by
      rcases e with e | e <;>
        rcases signed_sq h (x := orderedProduct g t) ⟨t, Or.inl rfl⟩ with q | q <;>
        rcases orderedProduct_mul h s t with m | m <;>
        simp only [e, neg_mul, q, neg_neg] at m <;>
        first
          | exact Or.inl m.symm
          | exact Or.inr m.symm
          | exact Or.inr (by rw [m, neg_neg])
          | exact Or.inl (neg_injective m).symm
    have hu : symDiff s t = emptyLabel := by
      by_contra s0
      obtain ⟨r, hr⟩ := exists_anticomm h s0
      apply unit_ne_neg h2 (p r).1
      rw [hp]
      rcases k with k | k <;> rw [k] at hr <;>
        simp only [mul_neg, mul_one, neg_mul, one_mul, neg_neg] at hr
      · exact hr
      · exact hr.symm
    have bx : ∀ a b : Bool, (a ^^ b) = false → a = b := by decide
    simp only [symDiff, emptyLabel, Prod.mk.injEq] at hu
    exact Prod.ext (bx _ _ hu.1) (Prod.ext (bx _ _ hu.2.1)
      (Prod.ext (bx _ _ hu.2.2.1) (bx _ _ hu.2.2.2)))
  have hne : ∀ s t, orderedProduct g s ≠ -orderedProduct g t := by
    intro s t e
    obtain rfl := inj s t (Or.inr e)
    exact unit_ne_neg h2 (p s).1 (by rw [hp]; exact e)
  refine ⟨?_, ?_, ?_⟩
  · -- sixteen products and sixteen negatives
    have hF : Function.Bijective (Sum.elim p n) := by
      constructor
      · rintro (s | s) (t | t) e <;>
          have e' := congrArg (fun z : gammaGroup h => z.1.1) e <;>
          simp only [Sum.elim_inl, Sum.elim_inr, hp, hn] at e'
        · rw [inj s t (Or.inl e')]
        · exact absurd e' (hne s t)
        · exact absurd e'.symm (hne t s)
        · rw [inj s t (Or.inl (neg_injective e'))]
      · intro u
        obtain ⟨s, e | e⟩ : IsSigned g u.1.1 := u.2
        · exact ⟨Sum.inl s, ext ((hp s).trans e.symm)⟩
        · exact ⟨Sum.inr s, ext ((hn s).trans e.symm)⟩
    rw [← Nat.card_congr (Equiv.ofBijective _ hF), Nat.card_eq_fintype_card]
    rfl
  · ext v
    constructor
    · -- an element other than 1 and -1 is conjugate to its negative, so not central
      rintro ⟨u, hu, rfl⟩
      by_contra hv
      have h1 : u.1.1 ≠ 1 := fun e => hv (Or.inl (Units.ext e))
      have h1' : u.1.1 ≠ -1 := fun e => hv (Or.inr (Units.ext e))
      obtain ⟨y, hy⟩ : ∃ y : gammaGroup h, y.1.1 = -u.1.1 := by
        obtain ⟨s, e | e⟩ : IsSigned g u.1.1 := u.2
        · exact ⟨n s, by rw [hn, e]⟩
        · exact ⟨p s, by rw [hp, e, neg_neg]⟩
      obtain ⟨c, hc⟩ := isConj_iff.mp
        ((isConj_iff_sign h h2 u y).mpr (Or.inr ⟨hy, h1, h1'⟩))
      rw [Subgroup.mem_center_iff.mp hu c, mul_inv_cancel_right] at hc
      exact unit_ne_neg h2 u.1 ((congrArg (fun z : gammaGroup h => z.1.1) hc).trans hy)
    · rintro (rfl | rfl)
      · exact Subgroup.one_mem _
      · refine ⟨n emptyLabel, Subgroup.mem_center_iff.mpr fun c => ext ?_, Units.ext ?_⟩
        · change c.1.1 * (n emptyLabel).1.1 = (n emptyLabel).1.1 * c.1.1
          rw [hn, w0, mul_neg, mul_one, neg_mul, one_mul]
        · change (n emptyLabel).1.1 = -1
          rw [hn, w0]
  · -- one class for each index set, and one more for -1
    have hz : ∀ t, ¬ IsConj (n emptyLabel) (p t) := by
      intro t c
      rcases (isConj_iff_sign h h2 _ _).mp c with e | ⟨-, -, e⟩
      · exact hne t emptyLabel (by rw [← hp, ← hn, e])
      · exact e (by rw [hn, w0])
    let K : Option Label → ConjClasses (gammaGroup h) := fun o =>
      o.elim (ConjClasses.mk (n emptyLabel)) (fun s => ConjClasses.mk (p s))
    have hK : Function.Bijective K := by
      constructor
      · rintro (_ | s) (_ | t) e
        · rfl
        · exact absurd (ConjClasses.mk_eq_mk_iff_isConj.mp e) (hz t)
        · exact absurd (ConjClasses.mk_eq_mk_iff_isConj.mp e).symm (hz s)
        · rcases (isConj_iff_sign h h2 _ _).mp (ConjClasses.mk_eq_mk_iff_isConj.mp e)
            with k | ⟨k, -, -⟩
          · rw [inj s t (Or.inl (by rw [← hp, ← hp, k]))]
          · rw [hp, hp] at k
            exact absurd k (hne t s)
      · intro q
        obtain ⟨u, rfl⟩ := ConjClasses.exists_rep q
        obtain ⟨s, e | e⟩ : IsSigned g u.1.1 := u.2
        · exact ⟨some s, congrArg ConjClasses.mk (ext ((hp s).trans e.symm))⟩
        · by_cases s0 : s = emptyLabel
          · subst s0
            exact ⟨none, congrArg ConjClasses.mk (ext ((hn _).trans e.symm))⟩
          · refine ⟨some s, ConjClasses.mk_eq_mk_iff_isConj.mpr
              ((isConj_iff_sign h h2 _ _).mpr (Or.inr ⟨by rw [hp, e], ?_, ?_⟩))⟩
            · intro k
              exact s0 (inj _ _ (Or.inl (by rw [← hp, k, w0])))
            · intro k
              exact hne s emptyLabel (by rw [← hp, k, w0])
    rw [← Nat.card_congr (Equiv.ofBijective K hK), Nat.card_eq_fintype_card]
    rfl
```

If γ_S = ±γ_T, multiplying by γ_T gives γ_{S△T} = ±1. A nonempty S △ T would have an anticommuting partner r, giving r = -r, which is impossible. So S = T, and likewise γ_S ≠ -γ_T always. This gives 16 + 16 = 32 elements.

An element other than ±1 is conjugate to its negative and hence not central. The classes are {1}, {-1} and fifteen pairs. Lean counts them with `Option Label`: sixteen labels, plus one extra value for the class of -1.

```lean
/-- The four gamma matrices in the Dirac representation. -/
def diracGamma : Fin 4 → Matrix (Fin 4) (Fin 4) ℂ :=
  ![!![1, 0, 0, 0; 0, 1, 0, 0; 0, 0, -1, 0; 0, 0, 0, -1],
    !![0, 0, 0, 1; 0, 0, 1, 0; 0, -1, 0, 0; -1, 0, 0, 0],
    !![0, 0, 0, -Complex.I; 0, 0, Complex.I, 0; 0, Complex.I, 0, 0; -Complex.I, 0, 0, 0],
    !![0, 0, 1, 0; 0, 0, 0, -1; -1, 0, 0, 0; 0, 1, 0, 0]]
```

These are the explicit matrices: γ0 = diag(1, 1, -1, -1), and γk has the Pauli matrix σk in its upper right block and -σk in its lower left.

```lean
set_option maxHeartbeats 400000 in
/-- The Dirac-representation matrices obey the Dirac algebra. -/
theorem diracGamma_witness : IsGammaSystem diracGamma where
  time_sq := by
    ext i j
    fin_cases i <;> fin_cases j <;> simp [diracGamma, Matrix.mul_apply, Fin.sum_univ_four]
  space_sq := by
    intro k hk
    fin_cases k <;> first
      | exact absurd rfl hk
      | (ext i j
         fin_cases i <;> fin_cases j <;>
           simp [diracGamma, Matrix.mul_apply, Fin.sum_univ_four])
  anticomm := by
    intro μ ν hμ
    fin_cases μ <;> fin_cases ν <;> first
      | exact absurd hμ (by decide)
      | (ext i j
         fin_cases i <;> fin_cases j <;>
           simp [diracGamma, Matrix.mul_apply, Fin.sum_univ_four])
```

The defining relations are checked entry by entry.

```lean
/-- The group of signed ordered products of the Dirac-representation gamma matrices. -/
def diracGroup : Subgroup (Matrix (Fin 4) (Fin 4) ℂ)ˣ := gammaGroup diracGamma_witness
```

`diracGroup` is the group built from these matrices.

```lean
/-- The ordered products of distinct Dirac gamma matrices and their negatives are exactly the
elements of a group of order 32 with centre {1, -1} and 17 conjugacy classes. -/
theorem diracGroup_structure :
    (∀ M : Matrix (Fin 4) (Fin 4) ℂ, (∃ u ∈ diracGroup, u.val = M) ↔
      ∃ s, M = orderedProduct diracGamma s ∨ M = -orderedProduct diracGamma s) ∧
    Nat.card diracGroup = 32 ∧
    (((Subgroup.center diracGroup).map diracGroup.subtype :
      Subgroup (Matrix (Fin 4) (Fin 4) ℂ)ˣ) : Set (Matrix (Fin 4) (Fin 4) ℂ)ˣ) = {1, -1} ∧
    Nat.card (ConjClasses diracGroup) = 17 := by
  refine ⟨fun M => ⟨?_, fun hM => ?_⟩, gammaGroup_structure diracGamma_witness ?_⟩
  · rintro ⟨u, hu, rfl⟩
    exact hu
  · obtain ⟨u, hu⟩ := exists_unit diracGamma_witness (x := M) hM
    exact ⟨u.1, u.2, hu⟩
  · intro e
    rw [← one_add_one_eq_two] at e
    have k := congrFun (congrFun e 0) 0
    simp only [Matrix.add_apply, Matrix.one_apply_eq, Matrix.zero_apply] at k
    norm_num at k

end DiracGammaGroup
```

The first clause says that the group's matrices are exactly ±γ_S; the others give the order, centre and class count. The `map` in the centre clause regards central elements as invertible 4×4 matrices.

In relativistic quantum mechanics, this reduces any string of these gamma matrices to one of sixteen products up to sign; the result concerns multiplication alone, not linear independence, Lorentz transformations or dynamics.

```lean
#print axioms DiracGammaGroup.diracGroup_structure
```

```
'DiracGammaGroup.diracGroup_structure' depends on axioms: [propext, Classical.choice, Quot.sound]
```
